# Non-commuting symmetries force a degenerate level

**Q.** In a tetragonal field $p_x$ and $p_y$ share an energy while $p_z$ stands alone. A quarter turn about $z$ and a mirror plane containing that axis leave the Hamiltonian invariant and do not commute, so why is only one level degenerate, and can a statement without a Hilbert space tell?

**A.** What matters is how the commutator acts on the eigenvector. Let $AH=HA$, $BH=HB$, $Hv=Ev$. First, $H(Av)=A(Hv)=E\,Av$, so $Av$ lies in the level, and likewise $Bv$. Second, if $Av=av$ and $Bv=bv$, then $ABv=ba\,v$ and $BAv=ab\,v$, so $(AB-BA)v=0$. Hence $(AB-BA)v\neq0$ forces $Av$ or $Bv$ to be a state of energy $E$ not proportional to $v$. No inner product entered, so `K` is any field, `V` any vector space, and operators are linear maps in `Module.End K V`.

In Lean 4 with Mathlib:

```lean
import Mathlib

open Module

namespace SymmetryDegeneracy

noncomputable section

variable {K V : Type*} [Field K] [AddCommGroup V] [Module K V]

/-- The commutator `AB - BA` of two operators. -/
def commutatorOp (A B : Module.End K V) : Module.End K V := A * B - B * A
```

**Q.** What does that setting lose?

**A.** Operators are defined on all of `V`, so domain questions for unbounded Hamiltonians and continuous spectrum are not treated. Over $\mathbb{C}$ the symmetries are complex-linear, so time reversal and Kramers degeneracy are not covered. `Commute A H` is $AH=HA$, and `H.eigenspace E` is $\{v: Hv=Ev\}$, zero vector included. The first step applies `hA.eq` to `v` and pulls $E$ out by `map_smul`.

```lean
/-- An operator commuting with `H` maps the level `E` of `H` into itself. -/
theorem symmetry_preserves_level {H A : Module.End K V} (hA : Commute A H) {E : K} {v : V}
    (hv : v ∈ H.eigenspace E) : A v ∈ H.eigenspace E := by
  rw [Module.End.mem_eigenspace_iff] at hv ⊢
  have h : A (H v) = H (A v) := LinearMap.congr_fun hA.eq v
  rw [← h, hv, map_smul]
```

In the second, membership in `Submodule.span K {v}` means being a multiple of $v$; `h1` and `h2` are the two products and `smul_comm` is $ba=ab$.

```lean
/-- If `A v` and `B v` are both multiples of `v`, the commutator of `A` and `B`
annihilates `v`. -/
theorem commutator_kills_common_eigenvector {A B : Module.End K V} {v : V}
    (hA : A v ∈ Submodule.span K {v}) (hB : B v ∈ Submodule.span K {v}) :
    commutatorOp A B v = 0 := by
  obtain ⟨a, ha⟩ := Submodule.mem_span_singleton.mp hA
  obtain ⟨b, hb⟩ := Submodule.mem_span_singleton.mp hB
  have h0 : commutatorOp A B v = A (B v) - B (A v) := rfl
  have h1 : A (B v) = b • (a • v) := by
    calc A (B v) = A (b • v) := by rw [hb]
      _ = b • (a • v) := by rw [map_smul, ha]
  have h2 : B (A v) = a • (b • v) := by
    calc B (A v) = B (a • v) := by rw [ha]
      _ = a • (b • v) := by rw [map_smul, hb]
  -- the two scalars commute
  rw [h0, h1, h2, smul_comm b a v, sub_self]
```

**Q.** You never assume $v\neq0$.

**A.** `hc` implies it, since a linear map kills zero. The theorem gives $w$ in the level, equal to $Av$ or $Bv$, with $w\neq cv$ for every $c$. The proof splits on whether each is a multiple of $v$; if both are, the previous lemma contradicts `hc`.

```lean
/-- If `A` and `B` commute with `H`, `v` lies in the level `E` and `(AB - BA) v ≠ 0`, then one
of `A v`, `B v` lies in the level `E` and is not proportional to `v`. -/
theorem noncommuting_symmetries_force_degeneracy {H A B : Module.End K V}
    (hA : Commute A H) (hB : Commute B H) {E : K} {v : V} (hv : v ∈ H.eigenspace E)
    (hc : commutatorOp A B v ≠ 0) :
    ∃ w ∈ H.eigenspace E, (w = A v ∨ w = B v) ∧ ∀ c : K, w ≠ c • v := by
  by_cases h1 : A v ∈ Submodule.span K {v}
  · by_cases h2 : B v ∈ Submodule.span K {v}
    · exact absurd (commutator_kills_common_eigenvector h1 h2) hc
    · exact ⟨B v, symmetry_preserves_level hB hv, Or.inr rfl,
        fun c h => h2 (Submodule.mem_span_singleton.mpr ⟨c, h.symm⟩)⟩
  · exact ⟨A v, symmetry_preserves_level hA hv, Or.inl rfl,
      fun c h => h1 (Submodule.mem_span_singleton.mpr ⟨c, h.symm⟩)⟩
```

Since $v\neq0$ and $w$ is no multiple of it, the pair is independent (`hli`). `Module.rank` is a cardinal, so infinite-dimensional levels are included.

```lean
/-- If `A` and `B` commute with `H`, `v` lies in the level `E` and `(AB - BA) v ≠ 0`, then the
level `E` has dimension at least two. -/
theorem two_le_rank_level {H A B : Module.End K V}
    (hA : Commute A H) (hB : Commute B H) {E : K} {v : V} (hv : v ∈ H.eigenspace E)
    (hc : commutatorOp A B v ≠ 0) :
    2 ≤ Module.rank K (H.eigenspace E) := by
  obtain ⟨w, hw, -, hw'⟩ := noncommuting_symmetries_force_degeneracy hA hB hv hc
  have hv0 : (⟨v, hv⟩ : H.eigenspace E) ≠ 0 := by
    intro h
    have h' : v = 0 := congrArg Subtype.val h
    apply hc
    rw [h', map_zero]
  -- `v` and `w` are independent vectors of the level
  have hli : LinearIndependent K ![(⟨v, hv⟩ : H.eigenspace E), ⟨w, hw⟩] := by
    rw [LinearIndependent.pair_iff' hv0]
    intro a h
    exact hw' a (congrArg Subtype.val h).symm
  have hle := hli.cardinal_lift_le_rank
  simpa using hle
```

Commutation with $H$ is needed: for $H=B=\sigma_z$, $A=\sigma_x$, $v=(1,0)$ the commutator gives $(0,2)$, yet the level is one-dimensional.

**Q.** Chemists argue with groups, not pairs of operators.

**A.** Let `ρ` be a homomorphism from a group $G$, finite or not, into operators commuting with $H$, and let a nonzero $v$ span the level. Then $\rho(g)v=c(g)v$. Scalars are fixed by their action on $v$ (`hinj`), so $c(1)=1$, and $\rho(gh)v=\rho(g)c(h)v=c(g)c(h)v$ gives $c(gh)=c(g)c(h)$. As $c(g)c(g^{-1})=1$, the values lie in `Kˣ`, which `MonoidHom.toHomUnits` records.

```lean
/-- If a group acts by operators commuting with `H` and the level `E` is spanned by a single
nonzero `v`, then the group acts on `v` through a one-dimensional character. -/
theorem nondegenerate_level_character {G : Type*} [Group G] {H : Module.End K V}
    (ρ : G →* Module.End K V) (hρ : ∀ g, Commute (ρ g) H) {E : K} {v : V} (hv0 : v ≠ 0)
    (hlevel : H.eigenspace E = Submodule.span K {v}) :
    ∃ χ : G →* Kˣ, ∀ g, ρ g v = (χ g : K) • v := by
  have hv : v ∈ H.eigenspace E := by
    rw [hlevel]
    exact Submodule.mem_span_singleton_self v
  have hex : ∀ g, ∃ c : K, c • v = ρ g v := by
    intro g
    apply Submodule.mem_span_singleton.mp
    rw [← hlevel]
    exact symmetry_preserves_level (hρ g) hv
  choose c hc using hex
  -- the scalar is determined by its action on `v`
  have hinj : ∀ a b : K, a • v = b • v → a = b := by
    intro a b h
    have h' : (a - b) • v = 0 := by rw [sub_smul, h, sub_self]
    exact sub_eq_zero.mp ((smul_eq_zero.mp h').resolve_right hv0)
  have h1 : c 1 = 1 := by
    apply hinj
    rw [hc, map_one, one_smul, Module.End.one_apply]
  have hmul : ∀ g h, c (g * h) = c g * c h := by
    intro g h
    apply hinj
    calc c (g * h) • v = ρ g (ρ h v) := by rw [hc, map_mul, Module.End.mul_apply]
      _ = ρ g (c h • v) := by rw [hc]
      _ = c h • (c g • v) := by rw [map_smul, hc g]
      _ = (c g * c h) • v := by rw [smul_smul, mul_comm]
  refine ⟨MonoidHom.toHomUnits { toFun := c, map_one' := h1, map_mul' := hmul }, fun g => ?_⟩
  exact (hc g).symm
```

A character takes commuting values, so $\chi(ghg^{-1}h^{-1})=1$ and $\chi$ is trivial on the subgroup `commutator G` that such elements generate. If one of its elements moves $v$, the level cannot be spanned by $v$. The proof assumes otherwise, obtains `hlevel`, then `hχ1`, and contradicts `hmove`. This gives a second state, not the dimension of an irreducible representation.

```lean
/-- If a group acts by operators commuting with `H` and an element of its commutator subgroup
moves a vector `v` of the level `E`, then that level contains a vector not proportional
to `v`. -/
theorem commutator_subgroup_forces_degeneracy {G : Type*} [Group G] {H : Module.End K V}
    (ρ : G →* Module.End K V) (hρ : ∀ g, Commute (ρ g) H) {E : K} {v : V}
    (hv : v ∈ H.eigenspace E) {g : G} (hg : g ∈ commutator G) (hmove : ρ g v ≠ v) :
    ∃ w ∈ H.eigenspace E, ∀ c : K, w ≠ c • v := by
  by_contra hcon
  have hv0 : v ≠ 0 := by
    intro h
    apply hmove
    rw [h, map_zero]
  have hlevel : H.eigenspace E = Submodule.span K {v} := by
    apply le_antisymm
    · intro w hw
      by_contra hn
      exact hcon ⟨w, hw, fun c h => hn (Submodule.mem_span_singleton.mpr ⟨c, h.symm⟩)⟩
    · exact (Submodule.span_singleton_le_iff_mem v _).mpr hv
  obtain ⟨χ, hχ⟩ := nondegenerate_level_character ρ hρ hv0 hlevel
  -- a character is trivial on the commutator subgroup
  have hle : commutator G ≤ χ.ker := Abelianization.commutator_subset_ker χ
  have hχ1 : χ g = 1 := MonoidHom.mem_ker.mp (hle hg)
  apply hmove
  rw [hχ g, hχ1, Units.val_one, one_smul]
```

**Q.** Can one get more than "at least two"?

**A.** Yes, if $A$ and $B$ are injective on a level of finite dimension $d$ and obey $AB=\omega BA$ there, the type of relation magnetic translations obey. Restrict both to the level (`A'`, `B'`, `hrel`) and take determinants: $\det A'\det B'=\omega^d\det B'\det A'$. Injectivity makes both determinants nonzero (`hAd`, `hBd`), and cancelling leaves $\omega^d=1$. Without injectivity, $A=B=0$ and $\omega=-1$ on a real one-dimensional level satisfy the relation while $\omega^d=-1$.

```lean
/-- If `A` and `B` commute with `H`, are injective on a finite-dimensional level `E` and obey
`AB = ω BA` there, then `ω` to the power of the dimension of the level equals one. -/
theorem phase_pow_dim_level {H A B : Module.End K V} (hA : Commute A H) (hB : Commute B H)
    {E ω : K} [FiniteDimensional K (H.eigenspace E)]
    (hAB : ∀ w ∈ H.eigenspace E, A (B w) = ω • B (A w))
    (hAi : ∀ w ∈ H.eigenspace E, A w = 0 → w = 0)
    (hBi : ∀ w ∈ H.eigenspace E, B w = 0 → w = 0) :
    ω ^ finrank K (H.eigenspace E) = 1 := by
  -- restrict both symmetries to the level
  obtain ⟨A', hA'⟩ : ∃ A' : Module.End K (H.eigenspace E), ∀ w, (A' w).val = A w.val :=
    ⟨A.restrict (fun w hw => symmetry_preserves_level hA hw), fun _ => rfl⟩
  obtain ⟨B', hB'⟩ : ∃ B' : Module.End K (H.eigenspace E), ∀ w, (B' w).val = B w.val :=
    ⟨B.restrict (fun w hw => symmetry_preserves_level hB hw), fun _ => rfl⟩
  have hrel : A' * B' = ω • (B' * A') := by
    refine LinearMap.ext fun w => Subtype.ext ?_
    show (A' (B' w)).val = ω • (B' (A' w)).val
    simp only [hA', hB']
    exact hAB w.val w.2
  have hdet : ∀ f : Module.End K (H.eigenspace E), (∀ w, f w = 0 → w = 0) →
      LinearMap.det f ≠ 0 := fun f hf =>
    (IsUnit.map LinearMap.det
      ((LinearMap.isUnit_iff_ker_eq_bot f).mpr (LinearMap.ker_eq_bot'.mpr hf))).ne_zero
  have hAd : LinearMap.det A' ≠ 0 := by
    refine hdet A' fun w hw => Subtype.ext (hAi w.val w.2 ?_)
    have h := hA' w
    rw [hw] at h
    exact h.symm
  have hBd : LinearMap.det B' ≠ 0 := by
    refine hdet B' fun w hw => Subtype.ext (hBi w.val w.2 ?_)
    have h := hB' w
    rw [hw] at h
    exact h.symm
  -- take determinants of `A'B' = ω B'A'`
  have h : LinearMap.det (A' * B') = LinearMap.det (ω • (B' * A')) := by rw [hrel]
  rw [LinearMap.det_smul, map_mul, map_mul] at h
  apply mul_right_cancel₀ (mul_ne_zero hBd hAd)
  linear_combination (-1 : K) * h
```

`IsPrimitiveRoot ω n` says $\omega^n=1$ and that $\omega^l=1$ implies $n\mid l$, so $n\mid d$. If $E$ is not an eigenvalue then $d=0$, so degeneracy follows only for a nonzero level and $n\ge2$.

```lean
/-- If `A` and `B` commute with `H`, are injective on a finite-dimensional level `E` and obey
`AB = ω BA` there with `ω` a primitive `n`-th root of unity, then `n` divides the dimension of
the level. -/
theorem order_dvd_dim_level {H A B : Module.End K V} (hA : Commute A H) (hB : Commute B H)
    {E ω : K} {n : ℕ} (hω : IsPrimitiveRoot ω n) [FiniteDimensional K (H.eigenspace E)]
    (hAB : ∀ w ∈ H.eigenspace E, A (B w) = ω • B (A w))
    (hAi : ∀ w ∈ H.eigenspace E, A w = 0 → w = 0)
    (hBi : ∀ w ∈ H.eigenspace E, B w = 0 → w = 0) :
    n ∣ finrank K (H.eigenspace E) :=
  hω.dvd_of_pow_eq_one _ (phase_pow_dim_level hA hB hAB hAi hBi)
```

**Q.** Show me my orbitals.

**A.** In a three-state model with real coefficients of $(p_x,p_y,p_z)$ and arbitrarily chosen energies, $H=\mathrm{diag}(1,1,2)$, $R(x,y,z)=(-y,x,z)$, $M(x,y,z)=(x,-y,z)$.

```lean
/-- The Hamiltonian `diag(1, 1, 2)` on the orbitals `(p_x, p_y, p_z)`. -/
def tetragonalH : Module.End ℝ (Fin 3 → ℝ) where
  toFun f := ![f 0, f 1, 2 * f 2]
  map_add' f g := by
    funext i
    fin_cases i <;> simp
    ring
  map_smul' c f := by
    funext i
    fin_cases i <;> simp
    ring

/-- The rotation by a quarter turn about the `z` axis. -/
def rotC4 : Module.End ℝ (Fin 3 → ℝ) where
  toFun f := ![-f 1, f 0, f 2]
  map_add' f g := by
    funext i
    fin_cases i <;> simp
    ring
  map_smul' c f := by
    funext i
    fin_cases i <;> simp

/-- The reflection in the `xz` plane. -/
def mirrorXZ : Module.End ℝ (Fin 3 → ℝ) where
  toFun f := ![f 0, -f 1, f 2]
  map_add' f g := by
    funext i
    fin_cases i <;> simp
    ring
  map_smul' c f := by
    funext i
    fin_cases i <;> simp
```

On $p_x$, $RM$ gives $(0,1,0)$ and $MR$ gives $(0,-1,0)$; these middle components are `e1` and `e2`. On the level $1$, $2z=z$ forces $z=0$, and $RMw=(y,x,0)=-MRw$. The theorem verifies the commutation, commutator, phase and injectivity hypotheses above with $\omega=-1$, $n=2$.

```lean
/-- The quarter turn and the mirror commute with `diag(1, 1, 2)`, their commutator does not
annihilate the vector `(1, 0, 0)` of the level `1`, they anticommute on that level and are
injective, and `-1` is a primitive second root of unity. -/
theorem tetragonal_witness :
    Commute rotC4 tetragonalH ∧ Commute mirrorXZ tetragonalH ∧
    (![1, 0, 0] : Fin 3 → ℝ) ∈ tetragonalH.eigenspace 1 ∧
    commutatorOp rotC4 mirrorXZ ![1, 0, 0] ≠ 0 ∧
    (∀ w ∈ tetragonalH.eigenspace 1, rotC4 (mirrorXZ w) = (-1 : ℝ) • mirrorXZ (rotC4 w)) ∧
    (∀ w, rotC4 w = 0 → w = 0) ∧ (∀ w, mirrorXZ w = 0 → w = 0) ∧
    IsPrimitiveRoot (-1 : ℝ) 2 := by
  have hH : ∀ f, tetragonalH f = ![f 0, f 1, 2 * f 2] := fun _ => rfl
  have hR : ∀ f, rotC4 f = ![-f 1, f 0, f 2] := fun _ => rfl
  have hM : ∀ f, mirrorXZ f = ![f 0, -f 1, f 2] := fun _ => rfl
  refine ⟨?_, ?_, ?_, ?_, ?_, ?_, ?_, ?_⟩
  · show rotC4 * tetragonalH = tetragonalH * rotC4
    refine LinearMap.ext fun f => ?_
    show rotC4 (tetragonalH f) = tetragonalH (rotC4 f)
    funext i
    fin_cases i <;> simp [hH, hR]
  · show mirrorXZ * tetragonalH = tetragonalH * mirrorXZ
    refine LinearMap.ext fun f => ?_
    show mirrorXZ (tetragonalH f) = tetragonalH (mirrorXZ f)
    funext i
    fin_cases i <;> simp [hH, hM]
  · rw [Module.End.mem_eigenspace_iff]
    funext i
    fin_cases i <;> simp [hH]
  · intro h
    have h1 : rotC4 (mirrorXZ ![1, 0, 0]) 1 - mirrorXZ (rotC4 ![1, 0, 0]) 1 = 0 :=
      congrFun h 1
    have e1 : rotC4 (mirrorXZ ![1, 0, 0]) 1 = 1 := by simp [hR, hM]
    have e2 : mirrorXZ (rotC4 ![1, 0, 0]) 1 = -1 := by simp [hR, hM]
    rw [e1, e2] at h1
    linarith
  · intro w hw
    have h3 : tetragonalH w 2 = 2 * w 2 := by simp [hH]
    have h := congrFun (Module.End.mem_eigenspace_iff.mp hw) 2
    rw [h3, one_smul] at h
    have h2 : w 2 = 0 := by linarith
    funext i
    fin_cases i <;> simp [hR, hM, h2]
  · intro w h
    have h0 := congrFun h 0
    have h1 := congrFun h 1
    have h2 := congrFun h 2
    simp [hR] at h0 h1 h2
    funext i
    fin_cases i <;> simp [h0, h1, h2]
  · intro w h
    have h0 := congrFun h 0
    have h1 := congrFun h 1
    have h2 := congrFun h 2
    simp [hM] at h0 h1 h2
    funext i
    fin_cases i <;> simp [h0, h1, h2]
  · refine ⟨by norm_num, fun l hl => ?_⟩
    rcases Nat.even_or_odd l with h | h
    · exact even_iff_two_dvd.mp h
    · rw [h.neg_one_pow] at hl
      exfalso
      linarith
```

For the level $2$, $x=2x$ and $y=2y$ leave only multiples of $p_z$, although $RM\neq MR$. That answers your first question: non-commutation somewhere in the space does not make every level degenerate, and the theorem needs `hc` for a vector $v$ of the level in question.

```lean
/-- The quarter turn and the mirror do not commute, yet the level `2` of `diag(1, 1, 2)` is
spanned by the single vector `(0, 0, 1)`. -/
theorem tetragonal_nondegenerate_level :
    commutatorOp rotC4 mirrorXZ ≠ 0 ∧
    tetragonalH.eigenspace 2 = Submodule.span ℝ {(![0, 0, 1] : Fin 3 → ℝ)} := by
  have hH : ∀ f, tetragonalH f = ![f 0, f 1, 2 * f 2] := fun _ => rfl
  refine ⟨?_, le_antisymm ?_ ?_⟩
  · intro h
    apply tetragonal_witness.2.2.2.1
    rw [h, LinearMap.zero_apply]
  · intro w hw
    have h := Module.End.mem_eigenspace_iff.mp hw
    have a0 : tetragonalH w 0 = w 0 := by simp [hH]
    have a1 : tetragonalH w 1 = w 1 := by simp [hH]
    have h0 := congrFun h 0
    have h1 := congrFun h 1
    rw [a0, Pi.smul_apply, smul_eq_mul] at h0
    rw [a1, Pi.smul_apply, smul_eq_mul] at h1
    have e0 : w 0 = 0 := by linarith
    have e1 : w 1 = 0 := by linarith
    refine Submodule.mem_span_singleton.mpr ⟨w 2, ?_⟩
    funext i
    fin_cases i <;> simp [e0, e1]
  · rw [Submodule.span_singleton_le_iff_mem, Module.End.mem_eigenspace_iff]
    funext i
    fin_cases i <;> simp [hH]
```

**Q.** And a molecule?

**A.** Take the three-site Hückel ring with zero on-site energy and hopping $+1$, so $(Hf)_i=\sum_j f_j-f_i$; a negative resonance integral reverses the order of the levels. Site permutations act by $(\rho(\sigma)f)_i=f_{\sigma^{-1}(i)}$.

```lean
/-- The Hückel Hamiltonian of a three-site ring with unit hopping and zero on-site energy. -/
def ringH : Module.End ℝ (Fin 3 → ℝ) where
  toFun f := fun i => (∑ j, f j) - f i
  map_add' f g := by
    funext i
    show (∑ j, (f j + g j)) - (f i + g i) = ((∑ j, f j) - f i) + ((∑ j, g j) - g i)
    simp only [Fin.sum_univ_three]
    ring
  map_smul' c f := by
    funext i
    show (∑ j, c * f j) - c * f i = c * ((∑ j, f j) - f i)
    simp only [Fin.sum_univ_three]
    ring

/-- The action of site permutations on amplitudes of the three-site ring. -/
def permRep : Equiv.Perm (Fin 3) →* Module.End ℝ (Fin 3 → ℝ) where
  toFun σ :=
    { toFun := fun f i => f (σ.symm i)
      map_add' := fun _ _ => rfl
      map_smul' := fun _ _ => rfl }
  map_one' := LinearMap.ext fun _ => rfl
  map_mul' _ _ := LinearMap.ext fun _ => rfl

/-- The group commutator of the site exchanges `0 ↔ 1` and `1 ↔ 2`. -/
def swapCommutator : Equiv.Perm (Fin 3) :=
  Equiv.swap 0 1 * Equiv.swap 1 2 * (Equiv.swap 0 1)⁻¹ * (Equiv.swap 1 2)⁻¹
```

Permuting sites leaves the sum unchanged (`Equiv.sum_comp`), which gives commutation. The vector $(1,-1,0)$ has sum zero and therefore energy $-1$. By `hg` the inverse of `swapCommutator` sends site $0$ to site $1$, so the first amplitude changes from $1$ to $-1$ and the vector is moved. For energy $2$, $\sum_j w_j=3w_i$ for every $i$ makes all amplitudes equal.

```lean
/-- Site permutations commute with the ring Hamiltonian, an element of the commutator subgroup
moves the vector `(1, -1, 0)` of the level `-1`, and the level `2` is spanned by
`(1, 1, 1)`. -/
theorem ring_witness :
    (∀ σ, Commute (permRep σ) ringH) ∧
    (![1, -1, 0] : Fin 3 → ℝ) ∈ ringH.eigenspace (-1) ∧
    swapCommutator ∈ commutator (Equiv.Perm (Fin 3)) ∧
    permRep swapCommutator ![1, -1, 0] ≠ ![1, -1, 0] ∧
    ringH.eigenspace 2 = Submodule.span ℝ {(![1, 1, 1] : Fin 3 → ℝ)} := by
  have hH : ∀ f i, ringH f i = f 0 + f 1 + f 2 - f i := by
    intro f i
    show (∑ j, f j) - f i = _
    rw [Fin.sum_univ_three]
  have a0 : (![1, -1, 0] : Fin 3 → ℝ) 0 = 1 := by simp
  have a1 : (![1, -1, 0] : Fin 3 → ℝ) 1 = -1 := by simp
  have a2 : (![1, -1, 0] : Fin 3 → ℝ) 2 = 0 := by simp
  have hone : ∀ i, (![1, 1, 1] : Fin 3 → ℝ) i = 1 := by
    intro i
    fin_cases i <;> simp
  refine ⟨?_, ?_, ?_, ?_, le_antisymm ?_ ?_⟩
  · intro σ
    show permRep σ * ringH = ringH * permRep σ
    refine LinearMap.ext fun f => funext fun i => ?_
    show (∑ j, f j) - f (σ.symm i) = (∑ j, f (σ.symm j)) - f (σ.symm i)
    rw [Equiv.sum_comp σ.symm f]
  · rw [Module.End.mem_eigenspace_iff]
    funext i
    rw [hH, Pi.smul_apply, smul_eq_mul]
    linarith [a0, a1, a2]
  · exact Subgroup.commutator_mem_commutator
      (Subgroup.mem_top (Equiv.swap (0 : Fin 3) 1)) (Subgroup.mem_top (Equiv.swap (1 : Fin 3) 2))
  · intro h
    have h0 : (![1, -1, 0] : Fin 3 → ℝ) (swapCommutator.symm 0)
        = (![1, -1, 0] : Fin 3 → ℝ) 0 := congrFun h 0
    have hg : swapCommutator.symm 0 = 1 := by decide
    rw [hg] at h0
    linarith [h0, a0, a1]
  · intro w hw
    have h := Module.End.mem_eigenspace_iff.mp hw
    have hi : ∀ i, w 0 + w 1 + w 2 - w i = 2 * w i := by
      intro i
      have h' := congrFun h i
      rw [hH, Pi.smul_apply, smul_eq_mul] at h'
      exact h'
    have e1 : w 1 = w 0 := by linarith [hi 0, hi 1]
    have e2 : w 2 = w 0 := by linarith [hi 0, hi 2]
    refine Submodule.mem_span_singleton.mpr ⟨w 0, ?_⟩
    funext i
    fin_cases i <;> simp [e1, e2]
  · rw [Submodule.span_singleton_le_iff_mem, Module.End.mem_eigenspace_iff]
    funext i
    rw [hH, Pi.smul_apply, smul_eq_mul]
    linarith [hone 0, hone 1, hone 2, hone i]

end

end SymmetryDegeneracy
```

**Q.** So every degeneracy comes from symmetry?

**A.** No converse is stated. The theorems give a sufficient condition, usable as a check on a computed spectrum of a Hamiltonian with exact linear symmetries; how a level splits when the symmetry is broken is not proved here.

```lean
#print axioms SymmetryDegeneracy.two_le_rank_level
-- 'SymmetryDegeneracy.two_le_rank_level' depends on axioms: [propext, Classical.choice, Quot.sound]
#print axioms SymmetryDegeneracy.commutator_subgroup_forces_degeneracy
-- 'SymmetryDegeneracy.commutator_subgroup_forces_degeneracy' depends on axioms: [propext, Classical.choice, Quot.sound]
#print axioms SymmetryDegeneracy.order_dvd_dim_level
-- 'SymmetryDegeneracy.order_dvd_dim_level' depends on axioms: [propext, Classical.choice, Quot.sound]
#print axioms SymmetryDegeneracy.tetragonal_nondegenerate_level
-- 'SymmetryDegeneracy.tetragonal_nondegenerate_level' depends on axioms: [propext, Classical.choice, Quot.sound]
```
